# Closed-form Coulomb form factors of the Fang–Howard density

Let $z>0$ be the depth of an electron below a planar interface, $b>0$ the Fang–Howard parameter (an inverse length), $q\ge 0$ the in-plane wave number and $x=q/b$. The depth density is

$$g(z)=\frac{b^3}{2}\,z^2e^{-bz},$$

the square of the envelope function $\sqrt{b^3/2}\;z\,e^{-bz/2}$. It is normalized, and

$$\int_0^\infty g(z)e^{-qz}\,dz=\frac{1}{(1+x)^3},$$

$$F(q)=\int_0^\infty\!\!\int_0^\infty g(z)g(z')e^{-q|z-z'|}\,dz'\,dz=\frac{8+9x+3x^2}{8(1+x)^3}.$$

If the interaction also contains an image term $R\,e^{-q(z+z')}$ with real $R$, the double integral becomes $F(q)+R/(1+x)^6$.

## Use in screening and scattering codes

For a single occupied subband with this one-parameter envelope, $F(q)$ turns the strictly two-dimensional Coulomb interaction into that of a layer of finite thickness. In SI units, with semiconductor permittivity $\varepsilon_s$ filling all space, the unscreened matrix element for $q>0$ and unit normalization area is $e^2F(q)/(2\varepsilon_s q)$, where $e$ here denotes the elementary charge. With an insulator of permittivity $\varepsilon_i$ filling the half-space $z<0$, the form factor is $F(q)+R/(1+x)^6$ with $R=(\varepsilon_s-\varepsilon_i)/(\varepsilon_s+\varepsilon_i)$, and the prefactor keeps $\varepsilon_s$. A code whose prefactor uses the mean permittivity $\bar\varepsilon=(\varepsilon_s+\varepsilon_i)/2$ must multiply the form factor by $\bar\varepsilon/\varepsilon_s$.

The closed form replaces a double quadrature at each $q$. Three values help to test an implementation: $F=1$ at $q=0$, $F=5/16$ at $q=b$, and $F\approx 3/(8x)$ for $x\gg1$.

## Derivation by tail moments

For $a>0$ define $T_n(a,z)=\int_z^\infty t^ne^{-at}\,dt$. Integration by parts gives

$$T_0=\frac{e^{-az}}{a},\qquad T_{n+1}=\frac{z^{n+1}e^{-az}+(n+1)T_n}{a}.$$

Hence $T_n(a,0)=n!/a^{n+1}$ and

$$T_2(a,z)=\left(\frac{z^2}{a}+\frac{2z}{a^2}+\frac{2}{a^3}\right)e^{-az}.$$

Put $c=b+q$. The single integral is $\frac{b^3}{2}T_2(c,0)=b^3/c^3=(1+x)^{-3}$, and $q=0$ gives normalization.

For the double integral, split the inner integral at $z'=z$:

$$\phi(z)=\int_0^\infty g(t)e^{-q|z-t|}\,dt=e^{-qz}A(z)+e^{qz}B(z),$$

$$A(z)=\int_0^z g(t)e^{qt}\,dt,\qquad B(z)=\int_z^\infty g(t)e^{-qt}\,dt=\frac{b^3}{2}T_2(c,z).$$

Since $A'=ge^{qz}$ and $B'=-ge^{-qz}$,

$$(AB)'=g e^{qz}B-g e^{-qz}A,\qquad g\phi=-(AB)'+2g e^{qz}B.$$

The last term is elementary:

$$2ge^{qz}B=\frac{b^6}{2}\left(\frac{z^4}{c}+\frac{2z^3}{c^2}+\frac{2z^2}{c^3}\right)e^{-2bz}.$$

It equals $-H'$, where

$$H(z)=\frac{b^6}{2}\left(\frac{T_4(2b,z)}{c}+\frac{2T_3(2b,z)}{c^2}+\frac{2T_2(2b,z)}{c^3}\right).$$

So $g\phi=-(AB+H)'$. At infinity $H\to0$. Also $0\le A\le\frac{b^3}{2}z^3e^{qz}$, while $B$ is a polynomial times $e^{-(b+q)z}$, so $AB\to0$. At zero $A=0$, which leaves

$$F(q)=H(0)=\frac{3b}{8c}+\frac{3b^2}{8c^2}+\frac{b^3}{4c^3}
=\frac{3(1+x)^2+3(1+x)+2}{8(1+x)^3},$$

and expanding the numerator gives $8+9x+3x^2$. Evaluating $A$ explicitly would introduce denominators $b-q$ and a separate case at $q=b$; this route avoids both.

The image term factorizes as $R\,e^{-qz}e^{-qz'}$, so it contributes $R$ times the square of the single integral.

## The Lean file

```lean
import Mathlib

open MeasureTheory Filter Set Topology

namespace FangHowardFormFactor

noncomputable section

/-- The Fang-Howard density of an electron layer at depth `z > 0`. -/
def density (b z : ℝ) : ℝ := b ^ 3 / 2 * z ^ 2 * Real.exp (-(b * z))

/-- The factor `exp (-q |z - t|)` averaged over the depth `t` of one electron, with the other
electron at depth `z`; the Coulomb prefactor is not included. -/
def planarPotential (b q z : ℝ) : ℝ :=
  ∫ t in Ioi (0 : ℝ), density b t * Real.exp (-(q * |z - t|))

/-- The integral of the density, weighted by `exp (q t)`, from the interface to depth `z`. -/
def chargeBelow (b q z : ℝ) : ℝ := ∫ t in (0 : ℝ)..z, density b t * Real.exp (q * t)

/-- Closed recursion for the moment of order `n` of `exp (-a t)` beyond depth `z`. -/
def tailMoment (a : ℝ) : ℕ → ℝ → ℝ
  | 0, z => Real.exp (-(a * z)) / a
  | n + 1, z => (z ^ (n + 1) * Real.exp (-(a * z)) + ((n : ℝ) + 1) * tailMoment a n z) / a

/-- A power of the depth times a decaying exponential vanishes far from the interface. -/
theorem tendsto_pow_mul_exp {a : ℝ} (ha : 0 < a) (n : ℕ) :
    Tendsto (fun z : ℝ => z ^ n * Real.exp (-(a * z))) atTop (𝓝 0) := by
  have h := ((Real.tendsto_pow_mul_exp_neg_atTop_nhds_zero n).comp
    (Filter.Tendsto.const_mul_atTop ha tendsto_id)).const_mul ((a ^ n)⁻¹)
  rw [mul_zero] at h
  refine h.congr fun z => ?_
  have hn : a ^ n ≠ 0 := pow_ne_zero n ha.ne'
  simp only [Function.comp_apply, id_eq, mul_pow]
  rw [mul_assoc, inv_mul_cancel_left₀ hn]

/-- A nonnegative function with antiderivative `-F`, where `F` vanishes at infinity, is
integrable beyond `a`, with integral `F a`. -/
theorem integral_of_tail {F f : ℝ → ℝ} {a : ℝ} (hd : ∀ t ∈ Ici a, HasDerivAt F (-f t) t)
    (hp : ∀ t ∈ Ioi a, 0 ≤ f t) (hl : Tendsto F atTop (𝓝 0)) :
    IntegrableOn f (Ioi a) ∧ ∫ t in Ioi a, f t = F a := by
  have hd' : ∀ t ∈ Ici a, HasDerivAt (fun s => -F s) (f t) t :=
    fun t ht => (hd t ht).fun_neg.congr_deriv (neg_neg _)
  have hl' : Tendsto (fun s => -F s) atTop (𝓝 0) := by simpa using hl.neg
  exact ⟨integrableOn_Ioi_deriv_of_nonneg' hd' hp hl',
    (integral_Ioi_of_hasDerivAt_of_nonneg' hd' hp hl').trans (by simp)⟩

/-- The tail moment has derivative `-z ^ n * exp (-a z)` and vanishes at infinity. -/
theorem tailMoment_spec {a : ℝ} (ha : 0 < a) (n : ℕ) :
    (∀ z, HasDerivAt (tailMoment a n) (-(z ^ n * Real.exp (-(a * z)))) z) ∧
      Tendsto (tailMoment a n) atTop (𝓝 0) := by
  have hE : ∀ z : ℝ, HasDerivAt (fun s => Real.exp (-(a * s)))
      (Real.exp (-(a * z)) * (-(a * 1))) z :=
    fun z => ((hasDerivAt_id' z).const_mul a).fun_neg.exp
  induction n with
  | zero =>
    have hf : tailMoment a 0 = fun z => Real.exp (-(a * z)) / a := by
      funext z; rw [tailMoment]
    rw [hf]
    refine ⟨fun z => ((hE z).div_const a).congr_deriv ?_, ?_⟩
    · field_simp
    · simpa using (tendsto_pow_mul_exp ha 0).div_const a
  | succ n ih =>
    have hf : tailMoment a (n + 1) = fun z =>
        (z ^ (n + 1) * Real.exp (-(a * z)) + ((n : ℝ) + 1) * tailMoment a n z) / a := by
      funext z; rw [tailMoment]
    rw [hf]
    constructor
    · intro z
      have hP : HasDerivAt (fun s : ℝ => s ^ (n + 1)) (((n : ℝ) + 1) * z ^ n) z := by
        simpa using hasDerivAt_pow (n + 1) z
      refine (((hP.fun_mul (hE z)).fun_add
        ((ih.1 z).const_mul ((n : ℝ) + 1))).div_const a).congr_deriv ?_
      rw [div_eq_iff ha.ne']
      ring
    · have h := ((tendsto_pow_mul_exp ha (n + 1)).add
        (ih.2.const_mul ((n : ℝ) + 1))).div_const a
      rw [mul_zero, add_zero, zero_div] at h
      exact h

/-- The density weighted by `exp (-q t)` is integrable beyond depth `z`, and its integral is `b ^ 3
/ 2` times a second tail moment. -/
theorem laplace_tail {b q : ℝ} (hb : 0 < b) (hq : 0 ≤ q) (z : ℝ) :
    IntegrableOn (fun t => density b t * Real.exp (-(q * t))) (Ioi z) ∧
      ∫ t in Ioi z, density b t * Real.exp (-(q * t)) =
        b ^ 3 / 2 * tailMoment (b + q) 2 z := by
  have hs := tailMoment_spec (show 0 < b + q by linarith) 2
  refine integral_of_tail (F := fun t => b ^ 3 / 2 * tailMoment (b + q) 2 t)
    (fun t _ => ((hs.1 t).const_mul (b ^ 3 / 2)).congr_deriv ?_)
    (fun t _ => by unfold density; positivity) (by simpa using hs.2.const_mul (b ^ 3 / 2))
  rw [show -((b + q) * t) = -(b * t) + -(q * t) by ring, Real.exp_add]
  unfold density
  ring

/-- The average of `exp (-q z)` over the Fang-Howard density is `1 / (1 + q / b) ^ 3`. -/
theorem charge_formFactor {b q : ℝ} (hb : 0 < b) (hq : 0 ≤ q) :
    ∫ z in Ioi (0 : ℝ), density b z * Real.exp (-(q * z)) = 1 / (1 + q / b) ^ 3 := by
  have hc : b + q ≠ 0 := by positivity
  have h0 : ∀ a : ℝ, tailMoment a 2 0 = 2 / a ^ 3 := by
    intro a
    simp only [tailMoment, mul_zero, neg_zero, Real.exp_zero]
    push_cast
    ring
  rw [(laplace_tail hb hq 0).2, h0, show 1 + q / b = (b + q) / b by field_simp]
  field_simp

/-- The Fang-Howard density is normalized. -/
theorem density_normalized {b : ℝ} (hb : 0 < b) : ∫ z in Ioi (0 : ℝ), density b z = 1 := by
  simpa using charge_formFactor hb le_rfl

/-- For `z ≥ 0` the planar potential is the sum of the contributions from depths smaller and larger
than `z`; its integrand is integrable. -/
theorem planarPotential_split {b q z : ℝ} (hb : 0 < b) (hq : 0 ≤ q) (hz : 0 ≤ z) :
    IntegrableOn (fun t => density b t * Real.exp (-(q * |z - t|))) (Ioi 0) ∧
      planarPotential b q z = Real.exp (-(q * z)) * chargeBelow b q z +
        Real.exp (q * z) * (b ^ 3 / 2 * tailMoment (b + q) 2 z) := by
  have hcont : Continuous (fun t => density b t * Real.exp (-(q * |z - t|))) := by
    unfold density; fun_prop
  have e1 : EqOn (fun t => density b t * Real.exp (-(q * |z - t|)))
      (fun t => Real.exp (-(q * z)) * (density b t * Real.exp (q * t))) (Ioc 0 z) := by
    intro t ht
    dsimp only
    rw [abs_of_nonneg (sub_nonneg.2 ht.2), show -(q * (z - t)) = -(q * z) + q * t by ring,
      Real.exp_add]
    ring
  have e2 : EqOn (fun t => Real.exp (q * z) * (density b t * Real.exp (-(q * t))))
      (fun t => density b t * Real.exp (-(q * |z - t|))) (Ioi z) := by
    intro t ht
    dsimp only
    rw [abs_of_neg (sub_neg.2 (mem_Ioi.1 ht)),
      show -(q * -(z - t)) = q * z + -(q * t) by ring, Real.exp_add]
    ring
  have i1 : IntegrableOn (fun t => density b t * Real.exp (-(q * |z - t|))) (Ioc 0 z) :=
    hcont.integrableOn_Ioc
  have i2 : IntegrableOn (fun t => density b t * Real.exp (-(q * |z - t|))) (Ioi z) :=
    IntegrableOn.congr_fun (Integrable.const_mul (laplace_tail hb hq z).1 _) e2
      measurableSet_Ioi
  constructor
  · rw [← Ioc_union_Ioi_eq_Ioi hz]
    exact i1.union i2
  · rw [planarPotential, ← Ioc_union_Ioi_eq_Ioi hz,
      setIntegral_union (Ioc_disjoint_Ioi le_rfl) measurableSet_Ioi i1 i2,
      setIntegral_congr_fun measurableSet_Ioc e1, ← setIntegral_congr_fun measurableSet_Ioi e2,
      integral_const_mul, integral_const_mul, (laplace_tail hb hq z).2, chargeBelow,
      intervalIntegral.integral_of_le hz]

/-- The density times its planar potential is integrable, and its integral is a rational
function of `q / b`. -/
theorem integral_density_mul_potential {b q : ℝ} (hb : 0 < b) (hq : 0 ≤ q) :
    IntegrableOn (fun z => density b z * planarPotential b q z) (Ioi 0) ∧
      ∫ z in Ioi (0 : ℝ), density b z * planarPotential b q z =
        (8 + 9 * (q / b) + 3 * (q / b) ^ 2) / (8 * (1 + q / b) ^ 3) := by
  have hc : 0 < b + q := by linarith
  have hM : ∀ a z : ℝ, tailMoment a 2 z =
      (z ^ 2 / a + 2 * z / a ^ 2 + 2 / a ^ 3) * Real.exp (-(a * z)) := by
    intro a z
    simp only [tailMoment]
    push_cast
    ring
  have hvw : ∀ z, Real.exp (-(q * z)) * Real.exp (q * z) = 1 := by
    intro z; rw [← Real.exp_add]; simp
  have hbq : ∀ z, Real.exp (-((b + q) * z)) = Real.exp (-(b * z)) * Real.exp (-(q * z)) := by
    intro z; rw [← Real.exp_add]; congr 1; ring
  have hbb : ∀ z, Real.exp (-(2 * b * z)) = Real.exp (-(b * z)) * Real.exp (-(b * z)) := by
    intro z; rw [← Real.exp_add]; congr 1; ring
  have S := fun n => tailMoment_spec (show 0 < 2 * b by linarith) n
  -- the weighted integral `chargeBelow` is at most b ^ 3 / 2 * z ^ 3 * exp (q z)
  have hA : ∀ z, 0 ≤ z → ‖chargeBelow b q z‖ ≤ b ^ 3 / 2 * z ^ 3 * Real.exp (q * z) := by
    intro z hz
    have h : ‖chargeBelow b q z‖ ≤ b ^ 3 / 2 * z ^ 2 * 1 * Real.exp (q * z) * |z - 0| := by
      refine intervalIntegral.norm_integral_le_of_norm_le_const fun t ht => ?_
      rw [uIoc_of_le hz] at ht
      have ht0 : 0 ≤ t := ht.1.le
      have htz : t ≤ z := ht.2
      have hE : Real.exp (-(b * t)) ≤ 1 :=
        Real.exp_le_one_iff.2 (neg_nonpos.2 (mul_nonneg hb.le ht0))
      rw [Real.norm_of_nonneg (by unfold density; positivity)]
      unfold density
      gcongr
    rw [sub_zero, abs_of_nonneg hz] at h
    exact h.trans (le_of_eq (by ring))
  -- hence the boundary term of the integration by parts vanishes at infinity
  have hBA : Tendsto (fun z => b ^ 3 / 2 * tailMoment (b + q) 2 z * chargeBelow b q z)
      atTop (𝓝 0) := by
    have h := (((tendsto_pow_mul_exp hb 5).const_mul (b ^ 6 / 4 / (b + q))).add
      ((tendsto_pow_mul_exp hb 4).const_mul (b ^ 6 / 2 / (b + q) ^ 2))).add
      ((tendsto_pow_mul_exp hb 3).const_mul (b ^ 6 / 2 / (b + q) ^ 3))
    simp only [mul_zero, add_zero] at h
    refine squeeze_zero_norm' ?_ h
    filter_upwards [eventually_ge_atTop (0 : ℝ)] with z hz
    have hB : 0 ≤ b ^ 3 / 2 * tailMoment (b + q) 2 z := by rw [hM]; positivity
    rw [norm_mul, Real.norm_of_nonneg hB]
    refine (mul_le_mul_of_nonneg_left (hA z hz) hB).trans (le_of_eq ?_)
    rw [hM, hbq]
    linear_combination (b ^ 6 / 4 * (z ^ 2 / (b + q) + 2 * z / (b + q) ^ 2 + 2 / (b + q) ^ 3)
      * z ^ 3 * Real.exp (-(b * z))) * hvw z
  have hH := (((((S 4).2.div_const (b + q)).add
    (((S 3).2.const_mul 2).div_const ((b + q) ^ 2))).add
    (((S 2).2.const_mul 2).div_const ((b + q) ^ 3))).const_mul (b ^ 6 / 2))
  have hl := hBA.add hH
  simp only [mul_zero, zero_div, add_zero] at hl
  have key := integral_of_tail (a := 0) (f := fun z => density b z * planarPotential b q z)
    (F := fun z => b ^ 3 / 2 * tailMoment (b + q) 2 z * chargeBelow b q z +
      b ^ 6 / 2 * (tailMoment (2 * b) 4 z / (b + q) + 2 * tailMoment (2 * b) 3 z / (b + q) ^ 2
        + 2 * tailMoment (2 * b) 2 z / (b + q) ^ 3)) ?_ ?_ hl
  · refine ⟨key.1, key.2.trans ?_⟩
    have h4 : tailMoment (2 * b) 4 0 = 24 / (2 * b) ^ 5 := by
      simp only [tailMoment, mul_zero, neg_zero, Real.exp_zero]; push_cast; ring
    have h3 : tailMoment (2 * b) 3 0 = 6 / (2 * b) ^ 4 := by
      simp only [tailMoment, mul_zero, neg_zero, Real.exp_zero]; push_cast; ring
    have h2 : tailMoment (2 * b) 2 0 = 2 / (2 * b) ^ 3 := by
      simp only [tailMoment, mul_zero, neg_zero, Real.exp_zero]; push_cast; ring
    have h0 : chargeBelow b q 0 = 0 := intervalIntegral.integral_same
    rw [h4, h3, h2, h0, show 1 + q / b = (b + q) / b by field_simp]
    field_simp
    ring
  · intro z hz
    have hcont : Continuous (fun t => density b t * Real.exp (q * t)) := by
      unfold density; fun_prop
    have dA : HasDerivAt (chargeBelow b q) (density b z * Real.exp (q * z)) z :=
      (hcont.integral_hasStrictDerivAt 0 z).hasDerivAt
    have dB := ((tailMoment_spec hc 2).1 z).const_mul (b ^ 3 / 2)
    have dH := ((((((S 4).1 z).div_const (b + q)).fun_add
      ((((S 3).1 z).const_mul 2).div_const ((b + q) ^ 2))).fun_add
      ((((S 2).1 z).const_mul 2).div_const ((b + q) ^ 3))).const_mul (b ^ 6 / 2))
    refine ((dB.fun_mul dA).fun_add dH).congr_deriv ?_
    rw [(planarPotential_split hb hq (mem_Ici.1 hz)).2, hM, hbq, hbb]
    unfold density
    linear_combination (b ^ 6 / 2 * z ^ 2 * Real.exp (-(b * z)) ^ 2 *
      (z ^ 2 / (b + q) + 2 * z / (b + q) ^ 2 + 2 / (b + q) ^ 3)) * hvw z
  · intro z _
    refine mul_nonneg (by unfold density; positivity) (integral_nonneg fun t => ?_)
    simp only [Pi.zero_apply]
    unfold density
    positivity

/-- The Fang-Howard form factor: the average of `exp (-q |z - z'|)` over the depths of two
electrons, in closed form. -/
theorem coulomb_formFactor {b q : ℝ} (hb : 0 < b) (hq : 0 ≤ q) :
    ∫ z in Ioi (0 : ℝ), ∫ z' in Ioi (0 : ℝ),
        density b z * density b z' * Real.exp (-(q * |z - z'|)) =
      (8 + 9 * (q / b) + 3 * (q / b) ^ 2) / (8 * (1 + q / b) ^ 3) := by
  simp_rw [mul_assoc, integral_const_mul]
  exact (integral_density_mul_potential hb hq).2

/-- The form factor when the interaction also has an image term `R * exp (-q (z + z'))`. -/
theorem image_formFactor {b q : ℝ} (hb : 0 < b) (hq : 0 ≤ q) (R : ℝ) :
    ∫ z in Ioi (0 : ℝ), ∫ z' in Ioi (0 : ℝ), density b z * density b z' *
        (Real.exp (-(q * |z - z'|)) + R * Real.exp (-(q * (z + z')))) =
      (8 + 9 * (q / b) + 3 * (q / b) ^ 2) / (8 * (1 + q / b) ^ 3) + R / (1 + q / b) ^ 6 := by
  have hin : EqOn (fun z => ∫ z' in Ioi (0 : ℝ), density b z * density b z' *
        (Real.exp (-(q * |z - z'|)) + R * Real.exp (-(q * (z + z')))))
      (fun z => density b z * planarPotential b q z +
        R / (1 + q / b) ^ 3 * (density b z * Real.exp (-(q * z)))) (Ioi 0) := by
    intro z hz
    have h1 := (planarPotential_split hb hq (mem_Ioi.1 hz).le).1
    have h2 := (laplace_tail hb hq 0).1
    -- the image term factorizes in the two depths
    have e : ∀ t, density b z * density b t *
        (Real.exp (-(q * |z - t|)) + R * Real.exp (-(q * (z + t)))) =
        density b z * (density b t * Real.exp (-(q * |z - t|))) +
          R * density b z * Real.exp (-(q * z)) * (density b t * Real.exp (-(q * t))) := by
      intro t
      rw [show -(q * (z + t)) = -(q * z) + -(q * t) by ring, Real.exp_add]
      ring
    simp only [e]
    rw [integral_add (Integrable.const_mul h1 _) (Integrable.const_mul h2 _),
      integral_const_mul, integral_const_mul, charge_formFactor hb hq]
    simp only [planarPotential]
    ring
  have h6 : (1 + q / b) ^ 6 = (1 + q / b) ^ 3 * (1 + q / b) ^ 3 := by ring
  rw [setIntegral_congr_fun measurableSet_Ioi hin,
    integral_add (integral_density_mul_potential hb hq).1
      (Integrable.const_mul (laplace_tail hb hq 0).1 _),
    (integral_density_mul_potential hb hq).2, integral_const_mul, charge_formFactor hb hq,
    h6, div_mul_div_comm, mul_one]

end

end FangHowardFormFactor
```

```lean
#print axioms FangHowardFormFactor.density_normalized
#print axioms FangHowardFormFactor.coulomb_formFactor
#print axioms FangHowardFormFactor.image_formFactor
```

```
'FangHowardFormFactor.density_normalized' depends on axioms: [propext, Classical.choice, Quot.sound]
'FangHowardFormFactor.coulomb_formFactor' depends on axioms: [propext, Classical.choice, Quot.sound]
'FangHowardFormFactor.image_formFactor' depends on axioms: [propext, Classical.choice, Quot.sound]
```

## Reading the theorems and their scope

`density b z` is $g(z)$, and `Ioi 0` restricts the integrals to $z>0$. The hypotheses `hb` and `hq` say $b>0$ and $q\ge0$. `density_normalized` and `charge_formFactor` are the two single-integral statements. `coulomb_formFactor` is the double integral, written as an iterated integral with $z$ outermost, and `image_formFactor` adds the image term for every real `R`.

The envelope is given, not derived from a Schrödinger equation, and $b$ is not fixed by energy minimization. The Coulomb prefactor, the value of $R$ from electrostatics, higher subbands and floating-point error do not enter the theorems.

## How the proof follows the calculation

`tailMoment` is defined by the recursion for $T_n$. `tailMoment_spec` proves by induction that it has derivative $-z^ne^{-az}$ and vanishes at infinity, using `tendsto_pow_mul_exp` for the decay. `integral_of_tail` then converts an antiderivative into an integral; because the integrand is nonnegative, it delivers integrability as well. Applied to the weighted density, this gives `laplace_tail`, which supplies $B$.

`planarPotential_split` is the split of $\phi$ at $z$, with `chargeBelow` as $A$. `integral_density_mul_potential` carries out the main step: `hA` bounds $A$, `hBA` squeezes $AB$ to zero, and `key` applies `integral_of_tail` to $AB+H$. The derivative check closes with `linear_combination`, whose only input is $e^{-qz}e^{qz}=1$; `field_simp` and `ring` reduce $H(0)$ to the rational function.

`coulomb_formFactor` pulls $g(z)$ out of the inner integral and applies this result. `image_formFactor` uses the integrability statements to separate the direct and image terms in both integrals.
